# At fixed cell, the virtual work of the forces in a periodic crystal is minus the sum of bond gradients dotted with bond-vector changes

The energy per cell of a periodic crystal is taken to be a many-body function `G` of finitely many bond vectors, differentiable at their present values. The theorem `virtual_work` gives the atomic forces dotted with any displacements `u` of the atoms, summed over the atoms of the cell, with the cell vectors held fixed. This sum equals minus the sum over bonds of the gradient of `G` in each bond vector dotted with `u (S.tgt b) - u (S.src b)`, the change of that bond vector. The proof writes the bond vectors as an affine function of the positions with linear part `L`, applies the chain rule, and expands the derivatives into gradients with `fderiv_eq_sum_grad`.

The failing Lean file:

```lean
import Mathlib

open Matrix

namespace PeriodicVirial

noncomputable section

variable {ι N B X : Type*} [Fintype ι] [DecidableEq ι] [Fintype N] [DecidableEq N]
  [Fintype B] [DecidableEq B] [Fintype X] [DecidableEq X]

/-- The bonds of a periodic crystal: each bond runs from atom `src` to the image of atom `tgt`
displaced by the integer cell vector `shift`. -/
structure BondGraph (ι N B : Type*) where
  src : B → N
  tgt : B → N
  shift : B → ι → ℤ

/-- The integer cell vector of a bond, with real entries. -/
def BondGraph.cellShift (S : BondGraph ι N B) (b : B) : ι → ℝ := fun k => (S.shift b k : ℝ)

/-- The bond vector `d_b = r_j - r_i + A n_b`; the columns of `A` are the cell vectors. -/
def BondGraph.vec (S : BondGraph ι N B) (r : N → ι → ℝ) (A : Matrix ι ι ℝ) (b : B) : ι → ℝ :=
  r (S.tgt b) - r (S.src b) + A *ᵥ S.cellShift b

/-- The energy per cell, a many-body function `G` of all bond vectors. -/
def BondGraph.energy (S : BondGraph ι N B) (G : (B → ι → ℝ) → ℝ) (r : N → ι → ℝ)
    (A : Matrix ι ι ℝ) : ℝ := G (S.vec r A)

/-- The gradient of a function of several vectors with respect to each of them. -/
def grad (F : (X → ι → ℝ) → ℝ) (x : X → ι → ℝ) (a : X) : ι → ℝ :=
  fun k => fderiv ℝ F x (Pi.single a (Pi.single k 1))

/-- The force on an atom: minus the gradient of the energy in its position, at fixed cell. -/
def BondGraph.force (S : BondGraph ι N B) (G : (B → ι → ℝ) → ℝ) (r : N → ι → ℝ)
    (A : Matrix ι ι ℝ) (i : N) : ι → ℝ := -grad (fun r' => S.energy G r' A) r i

/-- The first-order change of a function of several vectors is the sum of the gradients
dotted with the displacements. -/
theorem fderiv_eq_sum_grad (F : (X → ι → ℝ) → ℝ) (x v : X → ι → ℝ) :
    fderiv ℝ F x v = ∑ a, grad F x a ⬝ᵥ v a := by
  have hs : ∀ a, (Pi.single a (v a) : X → ι → ℝ)
      = ∑ k, v a k • (Pi.single a (Pi.single k (1 : ℝ)) : X → ι → ℝ) := by
    intro a
    ext c l
    by_cases h : c = a
    · subst h
      simp [Finset.sum_apply, Pi.single_apply]
    · simp [Finset.sum_apply, h]
  calc fderiv ℝ F x v = fderiv ℝ F x (∑ a, Pi.single a (v a)) := by
        rw [Finset.univ_sum_single]
    _ = ∑ a, fderiv ℝ F x (Pi.single a (v a)) := map_sum _ _ _
    _ = ∑ a, grad F x a ⬝ᵥ v a := by
        refine Finset.sum_congr rfl fun a _ => ?_
        rw [hs a, map_sum]
        simp [dotProduct, grad, mul_comm]

/-- Virtual work: the work of the atomic forces in a displacement `u` is minus the sum of the
bond gradients dotted with the changes of the bond vectors. -/
theorem virtual_work (S : BondGraph ι N B) (G : (B → ι → ℝ) → ℝ) (r : N → ι → ℝ)
    (A : Matrix ι ι ℝ) (hG : DifferentiableAt ℝ G (S.vec r A)) (u : N → ι → ℝ) :
    ∑ i, S.force G r A i ⬝ᵥ u i
      = -∑ b, grad G (S.vec r A) b ⬝ᵥ (u (S.tgt b) - u (S.src b)) := by
  -- the bond vectors are an affine function of the positions, with linear part `L`
  let L : (N → ι → ℝ) →L[ℝ] (B → ι → ℝ) := ContinuousLinearMap.pi fun b =>
    ContinuousLinearMap.proj (S.tgt b) - ContinuousLinearMap.proj (S.src b)
  have hL : HasFDerivAt (fun r' => S.vec r' A) L r :=
    (L.hasFDerivAt (x := r)).add_const (fun b => A *ᵥ S.cellShift b)
  have h : HasFDerivAt (fun r' => S.energy G r' A)
      ((fderiv ℝ G (S.vec r A)).comp L) r := hG.hasFDerivAt.comp r hL
  simp only [BondGraph.force, neg_dotProduct, Finset.sum_neg_distrib]
  rw [← fderiv_eq_sum_grad (fun r' => S.energy G r' A) r u, h.fderiv,
    ContinuousLinearMap.comp_apply, fderiv_eq_sum_grad]
  rfl

end

end PeriodicVirial
```

Messages:

```
Main.lean:66:4: error: typeclass instance problem is stuck, it is often due to metavariables
  (i : N) → Module (?m.113 b) (?m.115 b i)
```

The mended proof, as a diff:

```diff
@@ -64,5 +64,6 @@
   -- the bond vectors are an affine function of the positions, with linear part `L`
   let L : (N → ι → ℝ) →L[ℝ] (B → ι → ℝ) := ContinuousLinearMap.pi fun b =>
-    ContinuousLinearMap.proj (S.tgt b) - ContinuousLinearMap.proj (S.src b)
+    (ContinuousLinearMap.proj (S.tgt b) : (N → ι → ℝ) →L[ℝ] (ι → ℝ))
+      - (ContinuousLinearMap.proj (S.src b) : (N → ι → ℝ) →L[ℝ] (ι → ℝ))
   have hL : HasFDerivAt (fun r' => S.vec r' A) L r :=
     (L.hasFDerivAt (x := r)).add_const (fun b => A *ᵥ S.cellShift b)
```

What went wrong. The error is in the definition of `L`, at the first `ContinuousLinearMap.proj`. Lean needs a module structure on each component of the product being projected, but the scalars and the components are still unknown: they are the metavariables `?m.113` and `?m.115` in the message. Only the index type `N` is known, from `S.tgt b`.

The type declared for `L` would settle both, but it does not reach the projections in time. Lean elaborates the operands of a subtraction first without an expected type, so `ContinuousLinearMap.proj (S.tgt b)` has to be understood on its own, and the instance search gets stuck.

The repair states the type of each projection, `(N → ι → ℝ) →L[ℝ] (ι → ℝ)`. This fixes the scalars as `ℝ` and each component as `ι → ℝ`, so the module instances can be found. The message names only the first projection; the second is an operand of the same subtraction and is given the same type. The map itself is the one intended, and the rest of the proof is unchanged.
